# With every external determinant above the selected-CI energy, the Epstein–Nesbet correction is nonpositive and vanishes exactly when \(Hc=Ec\)

The selected-CI vector \(c\) is represented here on the full determinant set, with zeros outside the selected set \(S\), and not as a shorter vector on \(S\) alone. The coupling of the wavefunction to an external determinant \(a\notin S\) is then simply the component \((Hc)_a\) of a matrix–vector product, and "solved in the selected space" means that the eigenvalue equation holds on the rows in \(S\).

Let \(H\) be a real matrix over a finite set of orthonormal determinants, and let \(E\) be a real number with
\[
c_a=0\quad(a\notin S),\qquad (Hc)_i=E\,c_i\quad(i\in S).
\]
The Epstein–Nesbet contribution of an external determinant, and the sum of all of them, are
\[
\varepsilon_a=\frac{\big((Hc)_a\big)^2}{E-H_{aa}},\qquad P=\sum_{a\notin S}\varepsilon_a .
\]
If \(H_{aa}>E\) for every \(a\notin S\), then \(P\le 0\), and \(P=0\) if and only if \(Hc=Ec\). For symmetric \(H\), normalised \(c\) and \(E\) a nondegenerate eigenvalue of the selected block of \(H\), \(P\) is the second-order energy correction; if \(c\) is nonzero but not normalised, that correction is \(P/(c\cdot c)\).

## Zero correction as a sign of convergence

Selected-CI programs use \(P\) to estimate the energy missing from the selected space, and some extrapolate the energy to \(P=0\). That extrapolation takes a vanishing correction to mean an exact solution. Within a finite determinant set, and with all external diagonal energies above \(E\), this reading is correct.

The condition \(H_{aa}>E\) excludes intruder determinants whose diagonal energy equals \(E\) or lies below it, but not those just above \(E\), whose denominators are small. It can fail when \(S\) is poorly chosen or when \(E\) belongs to an excited root. Terms of opposite sign may then cancel, so a code that reads \(P\) as a convergence measure has reason to monitor the smallest \(H_{aa}-E\).

## From external couplings to the energy

**The eigenvalue equation.** On rows in \(S\), \(Hc=Ec\) holds by assumption. On a row \(a\notin S\) the right-hand side is \(Ec_a=0\), so the equation there reads \((Hc)_a=0\). Hence \(Hc=Ec\) exactly when all external couplings vanish.

**The sign.** Each \(\varepsilon_a\) has a nonnegative numerator and a negative denominator, so \(\varepsilon_a\le0\) and \(P\le0\). A sum of nonpositive terms is zero only if every term is zero. Since the denominators are nonzero, this forces every \((Hc)_a\) to vanish, which is the eigenvalue equation. Conversely, if the couplings vanish, so does \(P\).

**The residual.** Let \(r=Hc-Ec\). Then \(r_i=0\) for \(i\in S\) and \(r_a=(Hc)_a\) for \(a\notin S\), so
\[
r\cdot r=\sum_{a\notin S}\big((Hc)_a\big)^2 .
\]
Suppose that \(0<\Delta\le H_{aa}-E\le W\) for all external \(a\), and that there is at least one. Dividing each squared coupling by these bounds and summing gives
\[
\frac{r\cdot r}{W}\le -P\le\frac{r\cdot r}{\Delta}.
\]

**Adding one determinant.** Now let \(H\) be symmetric and take one \(a\notin S\) with \(E\ne H_{aa}\). Write \(v=(Hc)_a\), \(t=v/(E-H_{aa})\) and \(x=c+t\,u_a\), where \(u_a\) is the unit vector of determinant \(a\). Because \(c\) vanishes outside \(S\),
\[
c\cdot Hc=\sum_{i\in S}c_i(Hc)_i=E\,c\cdot c,\qquad c\cdot u_a=0 .
\]
Symmetry makes both cross terms equal to \(v\), so
\[
x\cdot Hx=E\,c\cdot c+2tv+t^2H_{aa},\qquad x\cdot x=c\cdot c+t^2 .
\]
Subtracting, and using \(t(E-H_{aa})=v\),
\[
x\cdot Hx-E\,x\cdot x=2tv-t^2(E-H_{aa})=tv=\varepsilon_a .
\]
For \(x\neq0\) the normalised energy is therefore
\[
\frac{x\cdot Hx}{x\cdot x}=E+\frac{\varepsilon_a}{c\cdot c+t^2}.
\]
If \(Hc\ne Ec\), some external coupling is nonzero. When all external determinants lie above \(E\), that determinant has \(\varepsilon_a<0\), and adding it gives a vector with energy below \(E\).

**Two small matrices.** For
\[
H=\begin{pmatrix}0&1\\1&2\end{pmatrix},\qquad c=(1,0),\quad E=0,
\]
the correction is \(P=1/(0-2)=-1/2\). For
\[
H=\begin{pmatrix}0&1&1\\1&1&0\\1&0&-1\end{pmatrix},\qquad c=(1,0,0),\quad E=0,
\]
the third determinant lies below \(E\). The two terms are \(-1\) and \(+1\), so \(P=0\) although \(Hc=(0,1,1)\ne0\).

## The Lean file

```lean
import Mathlib

open Matrix

namespace SelectedCIPerturbation

noncomputable section

variable {n : Type*} [Fintype n] [DecidableEq n]

/-- A selected-CI solution: the vector `c` lives on the selected determinants `S` and solves
the eigenvalue equation with energy `E` on the rows belonging to `S`. -/
structure IsSelectedCI (H : Matrix n n ℝ) (S : Finset n) (c : n → ℝ) (E : ℝ) : Prop where
  supp : ∀ a, a ∉ S → c a = 0
  eigen : ∀ i, i ∈ S → (H *ᵥ c) i = E * c i

/-- The squared coupling of `c` to determinant `a`, divided by `E - H a a`. For symmetric `H`,
normalised `c`, external `a` and `E ≠ H a a`, this is the Epstein-Nesbet energy contribution of `a`.
-/
def enTerm (H : Matrix n n ℝ) (c : n → ℝ) (E : ℝ) (a : n) : ℝ :=
  ((H *ᵥ c) a) ^ 2 / (E - H a a)

/-- The sum of `enTerm` over all determinants outside `S`. For a selected-CI solution with symmetric
`H`, normalised `c` and `E` different from the external diagonal energies, this is the second-order
Epstein-Nesbet correction. -/
def pt2 (H : Matrix n n ℝ) (S : Finset n) (c : n → ℝ) (E : ℝ) : ℝ :=
  ∑ a ∈ Sᶜ, enTerm H c E a

/-- The residual vector `Hc - Ec` of the full eigenvalue equation. -/
def residual (H : Matrix n n ℝ) (c : n → ℝ) (E : ℝ) : n → ℝ :=
  H *ᵥ c - E • c

/-- The first-order amplitude of an external determinant `a`, for `E ≠ H a a`. -/
def amplitude (H : Matrix n n ℝ) (c : n → ℝ) (E : ℝ) (a : n) : ℝ :=
  (H *ᵥ c) a / (E - H a a)

/-- The vector `c` augmented by an external determinant `a` with its first-order amplitude, for `E ≠
H a a`. -/
def augmented (H : Matrix n n ℝ) (c : n → ℝ) (E : ℝ) (a : n) : n → ℝ :=
  c + amplitude H c E a • (Pi.single a 1 : n → ℝ)

/-- A selected-CI solution solves the full eigenvalue equation exactly when its couplings to
all external determinants vanish. -/
theorem eigenvector_iff_couplings_vanish {H : Matrix n n ℝ} {S : Finset n} {c : n → ℝ} {E : ℝ}
    (h : IsSelectedCI H S c E) :
    H *ᵥ c = E • c ↔ ∀ a, a ∉ S → (H *ᵥ c) a = 0 := by
  constructor
  · intro heq a ha
    rw [heq, Pi.smul_apply, h.supp a ha, smul_zero]
  · intro h0
    funext i
    rw [Pi.smul_apply, smul_eq_mul]
    by_cases hi : i ∈ S
    · exact h.eigen i hi
    · rw [h0 i hi, h.supp i hi, mul_zero]

/-- If every external determinant lies above the selected-CI energy, the Epstein-Nesbet
correction is never positive, and it vanishes if and only if `c` solves the full
eigenvalue equation. -/
theorem pt2_nonpos_and_eq_zero_iff {H : Matrix n n ℝ} {S : Finset n} {c : n → ℝ} {E : ℝ}
    (h : IsSelectedCI H S c E) (gap : ∀ a, a ∉ S → E < H a a) :
    pt2 H S c E ≤ 0 ∧ (pt2 H S c E = 0 ↔ H *ᵥ c = E • c) := by
  -- every term has a nonnegative numerator and a negative denominator
  have hterm : ∀ a ∈ Sᶜ, enTerm H c E a ≤ 0 := by
    intro a ha
    have hg := gap a (Finset.mem_compl.mp ha)
    exact div_nonpos_of_nonneg_of_nonpos (sq_nonneg _) (by linarith)
  refine ⟨Finset.sum_nonpos hterm, ?_⟩
  rw [eigenvector_iff_couplings_vanish h, pt2, Finset.sum_eq_zero_iff_of_nonpos hterm]
  constructor
  · intro h0 a ha
    have hg := gap a ha
    rcases div_eq_zero_iff.mp (h0 a (Finset.mem_compl.mpr ha)) with h1 | h1
    · exact pow_eq_zero_iff (two_ne_zero) |>.mp h1
    · linarith
  · intro h0 a ha
    rw [enTerm, h0 a (Finset.mem_compl.mp ha)]
    simp

/-- The squared norm of the residual is the sum of the squared couplings to the external
determinants. -/
theorem residual_sq {H : Matrix n n ℝ} {S : Finset n} {c : n → ℝ} {E : ℝ}
    (h : IsSelectedCI H S c E) :
    residual H c E ⬝ᵥ residual H c E = ∑ a ∈ Sᶜ, ((H *ᵥ c) a) ^ 2 := by
  have hr : ∀ i, residual H c E i = (H *ᵥ c) i - E * c i := fun i => rfl
  have hsum := Finset.sum_subset (f := fun i => residual H c E i * residual H c E i)
    (Finset.subset_univ Sᶜ) (by
      intro i _ hi
      have hiS : i ∈ S := by simpa using hi
      simp only [hr, h.eigen i hiS, sub_self, mul_zero])
  rw [dotProduct, ← hsum]
  refine Finset.sum_congr rfl fun a ha => ?_
  simp only [hr, h.supp a (Finset.mem_compl.mp ha)]
  ring

/-- If the external excitation energies `H a a - E` lie between `Δ > 0` and `W`, the size of
the correction lies between the squared residual divided by `W` and by `Δ`. -/
theorem pt2_residual_bounds {H : Matrix n n ℝ} {S : Finset n} {c : n → ℝ} {E Δ W : ℝ}
    (h : IsSelectedCI H S c E) (hΔ : 0 < Δ)
    (lower : ∀ a, a ∉ S → Δ ≤ H a a - E) (upper : ∀ a, a ∉ S → H a a - E ≤ W) :
    (residual H c E ⬝ᵥ residual H c E) / W ≤ -pt2 H S c E ∧
      -pt2 H S c E ≤ (residual H c E ⬝ᵥ residual H c E) / Δ := by
  have hneg : ∀ a, -enTerm H c E a = ((H *ᵥ c) a) ^ 2 / (H a a - E) := by
    intro a
    rw [enTerm, ← div_neg, neg_sub]
  rw [residual_sq h, pt2, ← Finset.sum_neg_distrib, Finset.sum_div, Finset.sum_div]
  constructor
  · refine Finset.sum_le_sum fun a ha => ?_
    have ha' := Finset.mem_compl.mp ha
    rw [hneg]
    exact div_le_div_of_nonneg_left (sq_nonneg _) (hΔ.trans_le (lower a ha')) (upper a ha')
  · refine Finset.sum_le_sum fun a ha => ?_
    rw [hneg]
    exact div_le_div_of_nonneg_left (sq_nonneg _) hΔ (lower a (Finset.mem_compl.mp ha))

/-- For symmetric `H`, the expectation value of `H - E` in the unnormalised augmented vector
equals the Epstein-Nesbet contribution of the added determinant. -/
theorem augmented_energy {H : Matrix n n ℝ} {S : Finset n} {c : n → ℝ} {E : ℝ}
    (hH : H.IsSymm) (h : IsSelectedCI H S c E) {a : n} (ha : a ∉ S) (hE : E ≠ H a a) :
    augmented H c E a ⬝ᵥ H *ᵥ augmented H c E a
      - E * (augmented H c E a ⬝ᵥ augmented H c E a) = enTerm H c E a := by
  have h1 : c ⬝ᵥ H *ᵥ c = E * (c ⬝ᵥ c) := by
    simp only [dotProduct, Finset.mul_sum]
    refine Finset.sum_congr rfl fun i _ => ?_
    by_cases hi : i ∈ S
    · rw [h.eigen i hi]; ring
    · rw [h.supp i hi]; ring
  -- symmetry identifies the two cross terms
  have h2 : c ⬝ᵥ H *ᵥ (Pi.single a 1 : n → ℝ) = (H *ᵥ c) a := by
    rw [Matrix.dotProduct_mulVec, ← Matrix.mulVec_transpose, hH.eq]
    simp
  have h3 : (Pi.single a 1 : n → ℝ) ⬝ᵥ H *ᵥ c = (H *ᵥ c) a := by simp
  have h4 : (Pi.single a 1 : n → ℝ) ⬝ᵥ H *ᵥ (Pi.single a 1 : n → ℝ) = H a a := by simp
  have h5 : c ⬝ᵥ (Pi.single a 1 : n → ℝ) = 0 := by simp [h.supp a ha]
  have h6 : (Pi.single a 1 : n → ℝ) ⬝ᵥ c = 0 := by simp [h.supp a ha]
  have h7 : (Pi.single a 1 : n → ℝ) ⬝ᵥ (Pi.single a 1 : n → ℝ) = 1 := by simp
  have ht : amplitude H c E a * (E - H a a) = (H *ᵥ c) a :=
    div_mul_cancel₀ _ (sub_ne_zero.mpr hE)
  have hen : enTerm H c E a = amplitude H c E a * (H *ᵥ c) a := by
    unfold enTerm amplitude
    ring
  rw [hen]
  simp only [augmented, Matrix.mulVec_add, Matrix.mulVec_smul, dotProduct_add, add_dotProduct,
    smul_dotProduct, dotProduct_smul, smul_eq_mul, h1, h2, h3, h4, h5, h6, h7]
  linear_combination (-amplitude H c E a) * ht

/-- If `c` does not solve the full eigenvalue equation and all external determinants lie above
`E`, adding some single external determinant gives a vector with energy expectation below `E`. -/
theorem exists_lowering_determinant {H : Matrix n n ℝ} {S : Finset n} {c : n → ℝ} {E : ℝ}
    (hH : H.IsSymm) (h : IsSelectedCI H S c E) (gap : ∀ a, a ∉ S → E < H a a)
    (hne : H *ᵥ c ≠ E • c) :
    ∃ a, a ∉ S ∧ augmented H c E a ⬝ᵥ H *ᵥ augmented H c E a
      < E * (augmented H c E a ⬝ᵥ augmented H c E a) := by
  rw [Ne, eigenvector_iff_couplings_vanish h] at hne
  push Not at hne
  obtain ⟨a, ha, hca⟩ := hne
  have hg := gap a ha
  have hlt : enTerm H c E a < 0 :=
    div_neg_of_pos_of_neg (by positivity) (by linarith)
  have hen := augmented_energy hH h ha hg.ne
  exact ⟨a, ha, by linarith⟩

/-- A two-level Hamiltonian with unit coupling and diagonal energies zero and two. -/
def twoLevel : Matrix (Fin 2) (Fin 2) ℝ := !![0, 1; 1, 2]

/-- Selecting the lower determinant of the two-level Hamiltonian gives a selected-CI solution with
energy zero, an external diagonal energy above it, and correction `-1/2`. The Hamiltonian is
symmetric. -/
theorem selectedCI_witness :
    twoLevel.IsSymm ∧ IsSelectedCI twoLevel {0} ![1, 0] 0 ∧
      (∀ a, a ∉ ({0} : Finset (Fin 2)) → 0 < twoLevel a a) ∧
      pt2 twoLevel {0} ![1, 0] 0 = -1 / 2 := by
  refine ⟨?_, ⟨?_, ?_⟩, ?_, ?_⟩
  · ext i j
    fin_cases i <;> fin_cases j <;> rfl
  · intro i hi
    fin_cases i <;> simp_all
  · intro i hi
    obtain rfl : i = 0 := by simpa using hi
    simp [twoLevel, Matrix.mulVec, dotProduct, Fin.sum_univ_succ]
  · intro i hi
    fin_cases i <;> simp_all [twoLevel]
  · have hc : ({0} : Finset (Fin 2))ᶜ = {1} := by decide
    rw [pt2, hc, Finset.sum_singleton]
    norm_num [enTerm, twoLevel, Matrix.mulVec, dotProduct, Fin.sum_univ_succ]

/-- A three-level Hamiltonian with diagonal energies zero, one and minus one, in which the first
determinant has unit coupling to each of the other two. -/
def intruder : Matrix (Fin 3) (Fin 3) ℝ := !![0, 1, 1; 1, 1, 0; 1, 0, -1]

/-- With an external diagonal energy below the selected-CI energy, the correction can vanish
although the full eigenvalue equation fails. -/
theorem intruder_cancellation :
    IsSelectedCI intruder {0} ![1, 0, 0] 0 ∧ pt2 intruder {0} ![1, 0, 0] 0 = 0 ∧
      intruder *ᵥ ![1, 0, 0] ≠ (0 : ℝ) • ![1, 0, 0] := by
  refine ⟨⟨?_, ?_⟩, ?_, ?_⟩
  · intro i hi
    fin_cases i <;> simp_all
  · intro i hi
    obtain rfl : i = 0 := by simpa using hi
    simp [intruder, Matrix.mulVec, dotProduct, Fin.sum_univ_succ]
  · have hc : ({0} : Finset (Fin 3))ᶜ = {1, 2} := by decide
    rw [pt2, hc, Finset.sum_pair (by decide)]
    -- both couplings are one, the diagonal energies are one and minus one
    have h1 : (intruder *ᵥ ![1, 0, 0]) 1 = 1 := by
      simp only [Matrix.mulVec, dotProduct, Fin.sum_univ_three]
      change (1 : ℝ) * 1 + 1 * 0 + 0 * 0 = 1
      norm_num
    have h2 : (intruder *ᵥ ![1, 0, 0]) 2 = 1 := by
      simp only [Matrix.mulVec, dotProduct, Fin.sum_univ_three]
      change (1 : ℝ) * 1 + 0 * 0 + (-1) * 0 = 1
      norm_num
    have d1 : intruder 1 1 = 1 := rfl
    have d2 : intruder 2 2 = -1 := rfl
    simp only [enTerm, h1, h2, d1, d2]
    norm_num
  · intro h
    have h1 := congrFun h 1
    norm_num [intruder, Matrix.mulVec, dotProduct, Fin.sum_univ_succ] at h1

end

end SelectedCIPerturbation
```

```lean
#print axioms SelectedCIPerturbation.pt2_nonpos_and_eq_zero_iff
#print axioms SelectedCIPerturbation.pt2_residual_bounds
#print axioms SelectedCIPerturbation.exists_lowering_determinant
#print axioms SelectedCIPerturbation.intruder_cancellation
```

```
'SelectedCIPerturbation.pt2_nonpos_and_eq_zero_iff' depends on axioms: [propext, Classical.choice, Quot.sound]
'SelectedCIPerturbation.pt2_residual_bounds' depends on axioms: [propext, Classical.choice, Quot.sound]
'SelectedCIPerturbation.exists_lowering_determinant' depends on axioms: [propext, Classical.choice, Quot.sound]
'SelectedCIPerturbation.intruder_cancellation' depends on axioms: [propext, Classical.choice, Quot.sound]
```

## How the Lean statements map to the quantities in a code

The finite type `n` labels the determinants, `H : Matrix n n ℝ` holds the Hamiltonian matrix elements, and `S : Finset n` is the selected set. `IsSelectedCI H S c E` contains the two conditions on \(c\): `supp` for the zeros outside \(S\), and `eigen` for the rows inside. `enTerm` is \(\varepsilon_a\), `pt2` is \(P\), `amplitude` is \(t\), and `augmented` is the unnormalised vector \(x\). The perturbative meanings that the docstrings give to these quantities also presuppose that \(E\) is a nondegenerate eigenvalue of the selected block; the theorems do not need this.

The main theorem, `pt2_nonpos_and_eq_zero_iff`, takes a selected-CI solution and the hypothesis `gap`, which places every external diagonal element above \(E\). It returns the sign and the equivalence together. Neither it nor `pt2_residual_bounds` assumes that \(H\) is symmetric. Symmetry is assumed, as `H.IsSymm`, only in `augmented_energy` and `exists_lowering_determinant`.

## How the proofs follow the algebra

`eigenvector_iff_couplings_vanish` splits the rows with `by_cases hi : i ∈ S`, as in the first step of the derivation. The main theorem proves `hterm`, the sign of each term, and sums it with `Finset.sum_nonpos`. For the equality case, `Finset.sum_eq_zero_iff_of_nonpos` turns a zero sum into zero terms, and `linarith` uses the gap to rule out a zero denominator.

`residual_sq` removes the rows in \(S\) from the squared norm through `Finset.sum_subset`. `pt2_residual_bounds` then compares the fractions term by term with `div_le_div_of_nonneg_left`.

In `augmented_energy`, `h1` is \(c\cdot Hc=E\,c\cdot c\), `h2` and `h3` are the cross terms, and `h4` to `h7` are the remaining products. The identity `ht` is \(t(E-H_{aa})=v\), and the closing `linear_combination` inserts it after multiplication by \(-t\). `exists_lowering_determinant` negates the first equivalence to find a nonzero coupling and applies the identity to that determinant.

`selectedCI_witness` and `intruder_cancellation` evaluate the two small matrices.

## Exact sums, exact solutions and the limits of \(P\)

The theorems concern exact real arithmetic, a selected-space equation solved without error, and the complete external sum. A Davidson solver stopped at a finite tolerance leaves a residual inside \(S\) that `residual_sq` does not include. A screened sum can be zero while discarded couplings are not, and a stochastic estimate of \(P\) carries a sampling error that the bounds do not describe.

The equation \(Hc=Ec\) does not identify the ground state: \(E\) may be any root, and the definition even admits \(c=0\). Exactness also refers only to the chosen determinant set, so the error of the one-particle basis remains.

Nor does the sign of \(P\) make \(E+P\) a variational energy. In the two-level example \(E+P=-1/2\), which is below the exact lowest eigenvalue \(1-\sqrt2\approx-0.414\), whereas the normalised energy of the augmented vector is \(-0.4\).
